# A rank-one attraction that couples to the lowest of finitely many levels pulls exactly one eigenvalue below them

Two electrons with opposite momenta above a filled, inert Fermi sea can scatter between pair states through a weak attraction, and the question is whether the pair then has a state below all its unperturbed energies. For finitely many pair states and a separable attraction that reaches a lowest state, the answer is yes at every positive coupling, and the energy of that state is unique.

```lean
import Mathlib

open Matrix

namespace CooperBoundState

noncomputable section

variable {ι : Type*} [Fintype ι] [DecidableEq ι]

/-- The Hamiltonian `D - g v vᵀ`: diagonal levels `d` with a separable interaction of
strength `g` and form factor `v`. -/
def hamiltonian (d v : ι → ℝ) (g : ℝ) : Matrix ι ι ℝ :=
  diagonal d - g • vecMulVec v v

/-- `E` is an eigenvalue of `H`: some nonzero vector satisfies `H x = E x`. -/
def IsEigenvalue (H : Matrix ι ι ℝ) (E : ℝ) : Prop :=
  ∃ x : ι → ℝ, x ≠ 0 ∧ H *ᵥ x = E • x

/-- The energy `E` lies strictly below every unperturbed level `d i`. -/
def BelowBand (d : ι → ℝ) (E : ℝ) : Prop :=
  ∀ i, E < d i

/-- The secular function `F(E) = g ∑ᵢ vᵢ² / (dᵢ - E)`. -/
def secular (d v : ι → ℝ) (g E : ℝ) : ℝ :=
  g * ∑ i, v i ^ 2 / (d i - E)

/-- The pair amplitude with components `vᵢ / (dᵢ - E)`. -/
def amplitude (d v : ι → ℝ) (E : ℝ) : ι → ℝ :=
  fun i => v i / (d i - E)

/-- Action of the Hamiltonian in components: `(H x)ᵢ = dᵢ xᵢ - g vᵢ (v · x)`. -/
theorem hamiltonian_mulVec (d v : ι → ℝ) (g : ℝ) (x : ι → ℝ) (i : ι) :
    (hamiltonian d v g *ᵥ x) i = d i * x i - g * v i * (v ⬝ᵥ x) := by
  have h : ((g • vecMulVec v v) *ᵥ x) i = g * v i * (v ⬝ᵥ x) := by
    show ∑ j, (g * (v i * v j)) * x j = g * v i * ∑ j, v j * x j
    rw [Finset.mul_sum]
    exact Finset.sum_congr rfl fun j _ => by ring
  rw [hamiltonian, Matrix.sub_mulVec, Pi.sub_apply, Matrix.mulVec_diagonal, h]

omit [DecidableEq ι] in
/-- The secular function is `g` times the overlap of the form factor with the pair
amplitude. -/
theorem secular_eq_overlap (d v : ι → ℝ) (g E : ℝ) :
    secular d v g E = g * (v ⬝ᵥ amplitude d v E) := by
  have h : v ⬝ᵥ amplitude d v E = ∑ i, v i ^ 2 / (d i - E) := by
    unfold dotProduct
    exact Finset.sum_congr rfl fun i _ => by
      unfold amplitude
      ring
  rw [h, secular]

/-- If `E` differs from every level, a solution of `H x = E x` is the pair amplitude
multiplied by `g (v · x)`. -/
theorem eigenvector_eq_amplitude (d v : ι → ℝ) (g E : ℝ) (hE : ∀ i, d i ≠ E)
    (x : ι → ℝ) (hx : hamiltonian d v g *ᵥ x = E • x) :
    x = (g * (v ⬝ᵥ x)) • amplitude d v E := by
  funext i
  have h := congrFun hx i
  rw [hamiltonian_mulVec] at h
  simp only [Pi.smul_apply, smul_eq_mul] at h
  have hne : d i - E ≠ 0 := sub_ne_zero.mpr (hE i)
  show x i = (g * (v ⬝ᵥ x)) * (v i / (d i - E))
  rw [← mul_div_assoc, eq_div_iff hne]
  linear_combination h

/-- An energy different from every level is an eigenvalue exactly when it solves the
secular equation `1 = g ∑ᵢ vᵢ² / (dᵢ - E)`. -/
theorem isEigenvalue_iff_secular (d v : ι → ℝ) (g E : ℝ) (hE : ∀ i, d i ≠ E) :
    IsEigenvalue (hamiltonian d v g) E ↔ secular d v g E = 1 := by
  rw [secular_eq_overlap]
  constructor
  · rintro ⟨x, hx0, hx⟩
    have hf := eigenvector_eq_amplitude d v g E hE x hx
    -- the overlap with `v` cannot vanish
    have hc : v ⬝ᵥ x ≠ 0 := by
      intro h
      rw [h] at hf
      exact hx0 (by simpa using hf)
    have h2 : v ⬝ᵥ x = g * (v ⬝ᵥ x) * (v ⬝ᵥ amplitude d v E) := by
      have h3 := congrArg (fun y => v ⬝ᵥ y) hf
      simpa only [dotProduct_smul, smul_eq_mul] using h3
    apply mul_left_cancel₀ hc
    linear_combination -h2
  · intro h1
    refine ⟨amplitude d v E, ?_, ?_⟩
    · intro h
      rw [h] at h1
      simp at h1
    · funext i
      rw [hamiltonian_mulVec]
      simp only [Pi.smul_apply, smul_eq_mul]
      have hne : d i - E ≠ 0 := sub_ne_zero.mpr (hE i)
      have ha : amplitude d v E i * (d i - E) = v i := by
        unfold amplitude
        field_simp
      linear_combination ha - v i * h1

omit [DecidableEq ι] in
/-- For `g > 0` and a form factor with a nonzero entry, the secular function increases
strictly with the energy below the band. -/
theorem secular_strictMonoOn (d v : ι → ℝ) (g : ℝ) (hg : 0 < g) (k : ι) (hk : v k ≠ 0) :
    StrictMonoOn (secular d v g) {E | BelowBand d E} := by
  intro a _ b hb hab
  unfold secular
  apply mul_lt_mul_of_pos_left _ hg
  apply Finset.sum_lt_sum
  · intro i _
    have hb' : b < d i := hb i
    exact div_le_div_of_nonneg_left (sq_nonneg _) (by linarith) (by linarith)
  · have hb' : b < d k := hb k
    exact ⟨k, Finset.mem_univ k,
      div_lt_div_of_pos_left (by positivity) (by linarith) (by linarith)⟩

omit [DecidableEq ι] in
/-- If `g > 0` and `v` is nonzero on a lowest level `d k`, the secular equation has a root
`E` with `g vₖ² ≤ dₖ - E ≤ g ∑ᵢ vᵢ²`. -/
theorem exists_secular_root (d v : ι → ℝ) (g : ℝ) (hg : 0 < g) (k : ι)
    (hmin : ∀ i, d k ≤ d i) (hk : v k ≠ 0) :
    ∃ E, secular d v g E = 1 ∧ g * v k ^ 2 ≤ d k - E ∧ d k - E ≤ g * ∑ i, v i ^ 2 := by
  obtain ⟨S, hS⟩ : ∃ S, S = ∑ i, v i ^ 2 := ⟨_, rfl⟩
  have hkS : v k ^ 2 ≤ S := by
    rw [hS]
    exact Finset.single_le_sum (f := fun i => v i ^ 2) (fun i _ => sq_nonneg _)
      (Finset.mem_univ k)
  have hv : 0 < v k ^ 2 := by positivity
  have hSpos : 0 < S := by linarith
  have hgv : 0 < g * v k ^ 2 := mul_pos hg hv
  have hgS : g * v k ^ 2 ≤ g * S := mul_le_mul_of_nonneg_left hkS hg.le
  have hcont : ContinuousOn (secular d v g) (Set.Icc (d k - g * S) (d k - g * v k ^ 2)) := by
    show ContinuousOn (fun E => g * ∑ i, v i ^ 2 / (d i - E)) _
    apply ContinuousOn.mul continuousOn_const
    apply continuousOn_finsetSum
    intro i _
    have hnum : ContinuousOn (fun _ : ℝ => v i ^ 2)
        (Set.Icc (d k - g * S) (d k - g * v k ^ 2)) := continuousOn_const
    have hden : ContinuousOn (fun E : ℝ => d i - E)
        (Set.Icc (d k - g * S) (d k - g * v k ^ 2)) := by fun_prop
    refine hnum.div hden fun E hE => ?_
    have h1 := hE.2
    have h2 := hmin i
    exact ne_of_gt (by linarith)
  -- lower end: every denominator is at least `g S`
  have hlow : secular d v g (d k - g * S) ≤ 1 := by
    have h1 : ∑ i, v i ^ 2 / (d i - (d k - g * S)) ≤ ∑ i, v i ^ 2 / (g * S) :=
      Finset.sum_le_sum fun i _ =>
        div_le_div_of_nonneg_left (sq_nonneg _) (by linarith) (by linarith [hmin i])
    rw [← Finset.sum_div, ← hS] at h1
    calc secular d v g (d k - g * S) ≤ g * (S / (g * S)) :=
          mul_le_mul_of_nonneg_left h1 hg.le
      _ = 1 := by field_simp
  -- upper end: the term of the lowest level alone already gives 1
  have hhigh : 1 ≤ secular d v g (d k - g * v k ^ 2) := by
    have h1 := Finset.single_le_sum (f := fun i => v i ^ 2 / (d i - (d k - g * v k ^ 2)))
      (fun i _ => div_nonneg (sq_nonneg _) (by linarith [hmin i])) (Finset.mem_univ k)
    have h2 : d k - (d k - g * v k ^ 2) = g * v k ^ 2 := by ring
    calc (1 : ℝ) = g * (v k ^ 2 / (d k - (d k - g * v k ^ 2))) := by
          rw [h2]
          field_simp
      _ ≤ secular d v g (d k - g * v k ^ 2) := mul_le_mul_of_nonneg_left h1 hg.le
  obtain ⟨E, hE, h1⟩ := intermediate_value_Icc (by linarith) hcont ⟨hlow, hhigh⟩
  refine ⟨E, h1, by linarith [hE.2], ?_⟩
  rw [← hS]
  linarith [hE.1]

/-- If `g > 0` and `v` is nonzero on a lowest level `d k`, there is an eigenvalue `E` below
the band that solves the secular equation and has `g vₖ² ≤ dₖ - E ≤ g ∑ᵢ vᵢ²`, and every
other eigenvalue is at least `d k`. -/
theorem bound_state (d v : ι → ℝ) (g : ℝ) (hg : 0 < g) (k : ι)
    (hmin : ∀ i, d k ≤ d i) (hk : v k ≠ 0) :
    ∃ E, BelowBand d E ∧ IsEigenvalue (hamiltonian d v g) E ∧ secular d v g E = 1 ∧
      g * v k ^ 2 ≤ d k - E ∧ d k - E ≤ g * ∑ i, v i ^ 2 ∧
      ∀ E', IsEigenvalue (hamiltonian d v g) E' → E' = E ∨ d k ≤ E' := by
  obtain ⟨E, h1, hlo, hhi⟩ := exists_secular_root d v g hg k hmin hk
  have hgv : 0 < g * v k ^ 2 := by positivity
  have hE : BelowBand d E := fun i => by linarith [hmin i]
  refine ⟨E, hE, (isEigenvalue_iff_secular d v g E fun i => (hE i).ne').mpr h1, h1,
    hlo, hhi, fun E' h' => ?_⟩
  rcases lt_or_ge E' (d k) with h | h
  · -- two roots below the band coincide by strict monotonicity
    have hE' : BelowBand d E' := fun i => lt_of_lt_of_le h (hmin i)
    have h2 := (isEigenvalue_iff_secular d v g E' fun i => (hE' i).ne').mp h'
    exact Or.inl ((secular_strictMonoOn d v g hg k hk).injOn hE' hE (h2.trans h1.symm))
  · exact Or.inr h

/-- For a nonempty set of levels, `g > 0` and `v` with all entries nonzero, `D - g v vᵀ` has
exactly one eigenvalue below all levels, and an energy below all levels is an eigenvalue
exactly when it solves the secular equation. -/
theorem unique_bound_state [Nonempty ι] (d v : ι → ℝ) (g : ℝ) (hg : 0 < g)
    (hv : ∀ i, v i ≠ 0) :
    (∃! E, BelowBand d E ∧ IsEigenvalue (hamiltonian d v g) E) ∧
      ∀ E, BelowBand d E → (IsEigenvalue (hamiltonian d v g) E ↔ secular d v g E = 1) := by
  obtain ⟨k, -, hk⟩ := Finset.exists_min_image Finset.univ d Finset.univ_nonempty
  obtain ⟨E, hE, he, -, -, -, hu⟩ :=
    bound_state d v g hg k (fun i => hk i (Finset.mem_univ i)) (hv k)
  refine ⟨⟨E, ⟨hE, he⟩, fun E' h' => ?_⟩,
    fun E' hE' => isEigenvalue_iff_secular d v g E' fun i => (hE' i).ne'⟩
  exact (hu E' h'.2).resolve_right (not_le_of_gt (h'.1 k))

/-- For `g ≤ 0` no energy below all levels is an eigenvalue of `D - g v vᵀ`. -/
theorem no_bound_state_of_repulsive (d v : ι → ℝ) (g E : ℝ) (hg : g ≤ 0)
    (hE : BelowBand d E) : ¬ IsEigenvalue (hamiltonian d v g) E := by
  rw [isEigenvalue_iff_secular d v g E fun i => (hE i).ne']
  intro h
  have hs : 0 ≤ ∑ i, v i ^ 2 / (d i - E) :=
    Finset.sum_nonneg fun i _ => div_nonneg (sq_nonneg _) (by linarith [hE i])
  have h2 := mul_nonneg (neg_nonneg.mpr hg) hs
  unfold secular at h
  linarith

/-- For the levels `(0, 2)`, form factor `(0, 1)` and `g = 1`, no energy below both levels
is an eigenvalue. -/
theorem no_bound_state_of_decoupled (E : ℝ) (hE : BelowBand ![(0 : ℝ), 2] E) :
    ¬ IsEigenvalue (hamiltonian ![(0 : ℝ), 2] ![(0 : ℝ), 1] 1) E := by
  rw [isEigenvalue_iff_secular _ _ _ E fun i => (hE i).ne']
  have h0 : E < 0 := by simpa using hE 0
  have hs : secular ![(0 : ℝ), 2] ![(0 : ℝ), 1] 1 E = 1 / (2 - E) := by
    simp [secular, Fin.sum_univ_two]
  have hne : (2 : ℝ) - E ≠ 0 := ne_of_gt (by linarith)
  rw [hs, div_eq_iff hne]
  intro h
  linarith

end

end CooperBoundState
```

```lean
#print axioms CooperBoundState.unique_bound_state
-- 'CooperBoundState.unique_bound_state' depends on axioms: [propext, Classical.choice, Quot.sound]
#print axioms CooperBoundState.no_bound_state_of_repulsive
-- 'CooperBoundState.no_bound_state_of_repulsive' depends on axioms: [propext, Classical.choice, Quot.sound]
#print axioms CooperBoundState.no_bound_state_of_decoupled
-- 'CooperBoundState.no_bound_state_of_decoupled' depends on axioms: [propext, Classical.choice, Quot.sound]
```

## The model and the theorems

The states are labelled by $i$ in a finite set `ι`. Each has a real energy $d_i$ and a real form factor $v_i$, and $g$ is a real coupling. The definition `hamiltonian d v g` is the real symmetric matrix
$$H = D - g\,v v^{T}, \qquad H_{ij} = d_i\delta_{ij} - g\,v_i v_j ,$$
where $D$ is diagonal with entries $d_i$. The minus sign makes $g>0$ an attraction. `IsEigenvalue H E` says that $Hx = Ex$ for some nonzero real vector $x$, and `BelowBand d E` says that $E<d_i$ for every $i$. The definitions `secular` and `amplitude` are
$$F(E) = g\sum_i \frac{v_i^2}{d_i-E}, \qquad a_i = \frac{v_i}{d_i-E}.$$
The vector $a$ is not normalised; the unit vector is $a/\lVert a\rVert$ with $\lVert a\rVert^2=\sum_i v_i^2/(d_i-E)^2$.

The theorem `bound_state` assumes $g>0$ and an index $k$ with $d_k\le d_i$ for all $i$ (`hmin`) and $v_k\ne0$ (`hk`). The lowest level may be degenerate, and the other $v_i$ may vanish. It gives an eigenvalue $E$ below all levels with $F(E)=1$ and
$$g\,v_k^2 \;\le\; d_k-E \;\le\; g\sum_i v_i^2 ,$$
and every eigenvalue other than $E$ is at least $d_k$. With a single state the two bounds coincide and $E=d_k-g v_k^2$. The theorem `unique_bound_state` treats the case where `ι` is nonempty and all $v_i\neq0$: exactly one energy below the levels is an eigenvalue, and below the levels being an eigenvalue is equivalent to $F(E)=1$. Uniqueness there refers to the number $E$; that the eigenvector is fixed up to scale is the content of `eigenvector_eq_amplitude`.

## Pair states and binding energy

In the pair problem $d_i$ is twice the single-particle energy of orbital $i$, and $-g v_iv_j$ is the matrix element for scattering the pair from state $j$ to state $i$. The product form is an assumption about the interaction: the pair is attracted in one channel, of shape $v$, with strength $g$. A constant $v$ on a shell of states above the Fermi level is the Cooper model in finite form, and $d_k-E$ is the binding energy. The condition $v_k\ne0$ says that the interaction acts on a state at the bottom of the spectrum. The same form of matrix describes one electron in a finite tight-binding system with orthonormal site orbitals and an attractive impurity on one site. There $d_i$ is the single-particle energy of the real, normalised eigenstate $i$ of the system without the impurity, and $v_i$ is the amplitude of that eigenstate on the impurity site.

The sums are finite, so there is no continuum limit and no density of states, and the exponential dependence of the Cooper binding energy on the coupling is not derived; the bounds above are linear in $g$. The sea only blocks states, so nothing is said about a many-pair ground state. Of the interlacing of the spectra of $H$ and $D$, only the lowest step is proved, and the higher eigenvalues are located no more closely than $E'\ge d_k$.

## Reduction to the secular equation

In components, $(Hx)_i = d_ix_i - g v_i\,(v\cdot x)$, which is `hamiltonian_mulVec`. Let $E$ differ from every $d_i$. The equation $Hx=Ex$ reads $(d_i-E)\,x_i = g\,(v\cdot x)\,v_i$, and division by $d_i-E$ gives
$$x = g\,(v\cdot x)\,a .$$
In `eigenvector_eq_amplitude` the denominator is cleared by `eq_div_iff hne`, and `linear_combination h` matches the result with the component equation.

If $x\ne0$ then $v\cdot x\neq0$, since otherwise the right side would vanish (`hc`). Taking the scalar product with $v$ gives $v\cdot x = g\,(v\cdot x)(v\cdot a)$ (`h2`), and cancelling $v\cdot x$ leaves $1=g\,(v\cdot a)$. By `secular_eq_overlap`, $g\,(v\cdot a)=F(E)$. Conversely, if $F(E)=1$ then $a\ne0$, and
$$(Ha)_i = d_ia_i - v_i\,g\,(v\cdot a) = d_ia_i - v_i = E a_i ,$$
because $(d_i-E)\,a_i=v_i$ (`ha`). The two directions form `isEigenvalue_iff_secular`, which holds for either sign of $g$.

## One root below the levels

For $E_1<E_2$ below all levels, $0<d_i-E_2<d_i-E_1$, so no term $v_i^2/(d_i-E)$ decreases and the term with $v_k\ne0$ increases strictly. With $g>0$ this makes $F$ strictly increasing there. `secular_strictMonoOn` passes the weak termwise inequalities and the one strict inequality to `Finset.sum_lt_sum`; it does not need $d_k$ to be lowest.

For existence put $S=\sum_iv_i^2$, $E_-=d_k-gS$ and $E_+=d_k-gv_k^2$, so that $E_-\le E_+<d_k$. At $E_-$ every denominator satisfies $d_i-E_-\ge gS$, hence $F(E_-)\le gS/(gS)=1$ (`hlow`). At $E_+$ all terms are nonnegative and the term $k$ alone contributes $g v_k^2/(gv_k^2)=1$, hence $F(E_+)\ge1$ (`hhigh`). No denominator vanishes on $[E_-,E_+]$, so $F$ is continuous there (`hcont`), and `intermediate_value_Icc` supplies a root. Its position in the interval is the pair of bounds in `exists_secular_root`.

The proof of `bound_state` turns this root into an eigenvalue and then splits on any eigenvalue $E'$. Either $E'\ge d_k$, or $E'$ lies below all levels, so that $F(E')=1=F(E)$ and strict monotonicity, through `injOn`, forces $E'=E$. For `unique_bound_state`, `Finset.exists_min_image` picks a lowest level $k$, which exists because `ι` is nonempty.

## Repulsion and a decoupled lowest level

For $g\le0$ and $E$ below the levels the sum is nonnegative, so $F(E)\le0$ and the secular equation fails; this is `no_bound_state_of_repulsive`.

The theorem `no_bound_state_of_decoupled` takes $(d_0,d_1)=(0,2)$, $(v_0,v_1)=(0,1)$ and $g=1$. Then $F(E)=1/(2-E)$, and the only solution of $F(E)=1$ is $E=1$, which is not below $0$. The matrix is $\mathrm{diag}(0,1)$: the attraction lowers the upper level from $2$ to $1$ and leaves the lowest untouched. The numerical remarks from here on are ordinary arithmetic and not theorems of the file. For general $g$ the matrix is $\mathrm{diag}(0,2-g)$, so a negative eigenvalue appears only for $g>2$; without $v_k\neq0$ binding can require a threshold coupling. The example also shows why the equivalence assumes `d i ≠ E`: at $g=1$ the energy $E=0$ is an eigenvalue, while `secular` evaluates to $1/2$ there, Lean reading $0/0$ as $0$.

## Finding the root numerically

For $N$ states, one evaluation of $F$ costs $N$ divisions, and the matrix is never formed. Bisection on $F(E)-1$ can start from $[E_-,E_+]$, where the function is continuous, increasing and of opposite signs or zero at the ends, and the eigenvector follows as $a/\lVert a\rVert$. For $d=(0,2)$, $v=(1,1)$ and $g=1$ the interval is $[-2,-1]$, and
$$\frac{1}{-E}+\frac{1}{2-E}=1 \quad\text{gives}\quad E^2=2,$$
so $E=-\sqrt2$. The amplitude is $a=\bigl(1/\sqrt2,\;1/(2+\sqrt2)\bigr)$, which normalises to about $(0.924,\,0.383)$. The remaining eigenvalue of $H$ is $+\sqrt2$, above $d_0=0$.
